# The energy slope equals ⟨B⟩ along a continuous family of eigenvectors of a Hermitian A + uB, with the Hubbard dimer's double occupancy

## Question

The Hellmann–Feynman theorem says that, under suitable conditions, the energy E(u) of a normalised eigenvector ψ(u) of a Hamiltonian A + uB has the expectation value of B as its slope. For the Hubbard dimer, with u as the on-site repulsion, this gives the double occupancy from the energy alone. I'd like to see this made rigorous and machine-checked, including what must be assumed about ψ and E. Can the dimer formula be derived in the same way?

## Answer

Yes. Let A and B be Hermitian matrices with H(u)ψ(u) = E(u)ψ(u) for all real u, where H(u) = A + uB. If ψ is continuous at U and normalised there, then E is differentiable at U and

E′(U) = ⟨ψ(U), Bψ(U)⟩.

Neither ψ nor E has to be assumed differentiable. For the dimer with one up and one down electron and hopping t ≠ 0, the expected number of doubly occupied sites in the ground state is

D = (1 − U/√(U² + 16t²))/2.

### From two couplings to the slope

Write ⟨φ, χ⟩ for the sum of φ̄ᵢχᵢ. The eigenvalue equation at v gives

⟨ψ(U), H(v)ψ(v)⟩ = E(v)⟨ψ(U), ψ(v)⟩.

Since H(U) is Hermitian and E(U) is real, letting H(U) act to the left gives

⟨ψ(U), H(U)ψ(v)⟩ = E(U)⟨ψ(U), ψ(v)⟩.

Subtract, using H(v) − H(U) = (v − U)B:

(E(v) − E(U))⟨ψ(U), ψ(v)⟩ = (v − U)⟨ψ(U), Bψ(v)⟩.

By continuity the overlap tends to ⟨ψ(U), ψ(U)⟩ = 1, so it is nonzero for v near U. For such v ≠ U,

(E(v) − E(U))/(v − U) = ⟨ψ(U), Bψ(v)⟩/⟨ψ(U), ψ(v)⟩,

and the right side tends to ⟨ψ(U), Bψ(U)⟩.

The familiar route differentiates ⟨ψ, Hψ⟩ instead. The terms ⟨ψ′, Hψ⟩ and ⟨ψ, Hψ′⟩ that arise there need not vanish separately. Only their sum, E times the derivative of ⟨ψ, ψ⟩, has to vanish: a phase factor exp(iu) on a fixed eigenvector makes them −iE and iE.

### The dimer energy and its ground state

Take one up and one down electron on two sites. The amplitudes v₀, v₁ belong to both electrons on site 1 or on site 2, and v₂, v₃ to the two singly occupied arrangements. The Hamiltonian sends them to

(Uv₀ − t(v₂ + v₃), Uv₁ − t(v₂ + v₃), −t(v₀ + v₁), −t(v₀ + v₁)).

Try the vector (−E, −E, 2t, 2t). The last two rows give 2tE, as required. The first two require −UE − 4t² = −E², that is, E² = UE + 4t². The lower root is

E = (U − √(U² + 16t²))/2.

Dividing the vector by N = √(2E² + 8t²), which is positive for t ≠ 0, normalises it.

No eigenvalue e lies below E. Because the square root is at least |U|, we have E ≤ 0 and E ≤ U, so e < E would give e ≠ 0 and e ≠ U. Subtracting rows then gives v₀ = v₁ and v₂ = v₃, which leaves

(U − e)v₀ = 2tv₂ and ev₂ = −2tv₀.

Eliminating v₂ yields (e² − Ue − 4t²)v₀ = 0. The bracket equals (e − E)(e + E − U), a product of two negative numbers, so v₀ = 0. Then v₂ = 0 too, and the vector is zero.

For t ≠ 0 the square root exceeds |U|, so E is neither 0 nor U. The same row subtractions with e = E then leave only multiples of (−E, −E, 2t, 2t), so the ground state is unique up to a factor. The Lean file does not include this uniqueness.

Finally, E and N are continuous in U and N is never zero, so the normalised vector is continuous in U and the general result applies. Differentiating E with respect to U gives (1 − U/√(U² + 16t²))/2, which by the general result is D.

### The Lean file

```lean
import Mathlib

open Matrix Filter Topology

namespace HubbardHellmannFeynman

noncomputable section

variable {n : Type*} [Fintype n]

/-- The Hamiltonian `A + u B` with real coupling strength `u`. -/
def coupled (A B : Matrix n n ℂ) (u : ℝ) : Matrix n n ℂ := A + (u : ℂ) • B

/-- Eigenvectors at two coupling strengths relate the finite energy difference, times their
overlap, to the transition element of the coupling operator. -/
theorem energy_difference {A B : Matrix n n ℂ} (hA : A.IsHermitian) (hB : B.IsHermitian)
    {u v e f : ℝ} {φ χ : n → ℂ} (hφ : coupled A B u *ᵥ φ = (e : ℂ) • φ)
    (hχ : coupled A B v *ᵥ χ = (f : ℂ) • χ) :
    ((f : ℂ) - e) * (star φ ⬝ᵥ χ) = ((v : ℂ) - u) * (star φ ⬝ᵥ B *ᵥ χ) := by
  have hH : (coupled A B u)ᴴ = coupled A B u := by
    simp [coupled, conjTranspose_add, conjTranspose_smul, hA.eq, hB.eq]
  -- let the Hamiltonian at `u` act to the left
  have h1 : star φ ⬝ᵥ coupled A B u *ᵥ χ = (e : ℂ) * (star φ ⬝ᵥ χ) := by
    have hl : star φ ᵥ* coupled A B u = star (coupled A B u *ᵥ φ) := by
      rw [Matrix.star_mulVec, hH]
    rw [Matrix.dotProduct_mulVec, hl, hφ, star_smul, smul_dotProduct]
    simp
  have h2 : star φ ⬝ᵥ coupled A B v *ᵥ χ = (f : ℂ) * (star φ ⬝ᵥ χ) := by
    rw [hχ, dotProduct_smul, smul_eq_mul]
  simp only [coupled, Matrix.add_mulVec, Matrix.smul_mulVec, dotProduct_add,
    dotProduct_smul, smul_eq_mul] at h1 h2
  linear_combination h1 - h2

/-- Hellmann-Feynman theorem: along a family of eigenvectors that is continuous and normalised
at `U`, the energy is differentiable there and its slope is the expectation value of `B`. -/
theorem hellmann_feynman {A B : Matrix n n ℂ} (hA : A.IsHermitian) (hB : B.IsHermitian)
    {ψ : ℝ → n → ℂ} {E : ℝ → ℝ} {U : ℝ}
    (heig : ∀ u, coupled A B u *ᵥ ψ u = (E u : ℂ) • ψ u)
    (hψ : ContinuousAt ψ U) (hn : star (ψ U) ⬝ᵥ ψ U = 1) :
    HasDerivAt (fun u => (E u : ℂ)) (star (ψ U) ⬝ᵥ B *ᵥ ψ U) U := by
  rw [hasDerivAt_iff_tendsto_slope]
  have cs : Continuous (fun x : n → ℂ => star (ψ U) ⬝ᵥ x) := by
    simp only [dotProduct]
    fun_prop
  have cb : Continuous (fun x : n → ℂ => star (ψ U) ⬝ᵥ B *ᵥ x) := by
    simp only [Matrix.mulVec, dotProduct]
    fun_prop
  have hs : Tendsto (fun v => star (ψ U) ⬝ᵥ ψ v) (𝓝 U) (𝓝 (star (ψ U) ⬝ᵥ ψ U)) :=
    (cs.tendsto (ψ U)).comp hψ.tendsto
  have hb : Tendsto (fun v => star (ψ U) ⬝ᵥ B *ᵥ ψ v) (𝓝 U)
      (𝓝 (star (ψ U) ⬝ᵥ B *ᵥ ψ U)) := (cb.tendsto (ψ U)).comp hψ.tendsto
  rw [hn] at hs
  have hq := hb.div hs one_ne_zero
  rw [div_one] at hq
  -- near `U` the difference quotient is the transition element over the overlap
  refine (hq.mono_left nhdsWithin_le_nhds).congr' ?_
  have hne := hs.eventually_ne one_ne_zero
  filter_upwards [self_mem_nhdsWithin, hne.filter_mono nhdsWithin_le_nhds] with v hv hv0
  have hv' : v ≠ U := hv
  have hvu : (v : ℂ) - U ≠ 0 := sub_ne_zero.mpr (by exact_mod_cast hv')
  have key := energy_difference hA hB (heig U) (heig v)
  simp only [slope, vsub_eq_sub, Complex.real_smul, Complex.ofReal_inv, Complex.ofReal_sub,
    Pi.div_apply]
  rw [div_eq_iff hv0, mul_assoc, key, ← mul_assoc, inv_mul_cancel₀ hvu, one_mul]

/-- Hopping on two sites for one up and one down electron, in the basis
(both on site 1, both on site 2, up on 1 and down on 2, up on 2 and down on 1). -/
def hopping (t : ℝ) : Matrix (Fin 4) (Fin 4) ℂ :=
  !![0, 0, -(t : ℂ), -(t : ℂ); 0, 0, -(t : ℂ), -(t : ℂ);
     -(t : ℂ), -(t : ℂ), 0, 0; -(t : ℂ), -(t : ℂ), 0, 0]

/-- The number of doubly occupied sites of the dimer, in the same basis. -/
def doublons : Matrix (Fin 4) (Fin 4) ℂ :=
  !![1, 0, 0, 0; 0, 1, 0, 0; 0, 0, 0, 0; 0, 0, 0, 0]

/-- The dimer energy `(U - √(U² + 16 t²)) / 2`. -/
def dimerEnergy (t U : ℝ) : ℝ := (U - √(U ^ 2 + 16 * t ^ 2)) / 2

/-- The length of the unnormalised dimer vector. -/
def dimerNorm (t U : ℝ) : ℝ := √(2 * dimerEnergy t U ^ 2 + 8 * t ^ 2)

/-- The dimer state with amplitudes proportional to `(-E, -E, 2t, 2t)`, for `t ≠ 0`. -/
def dimerState (t U : ℝ) : Fin 4 → ℂ :=
  (dimerNorm t U : ℂ)⁻¹ •
    ![-(dimerEnergy t U : ℂ), -(dimerEnergy t U : ℂ), 2 * (t : ℂ), 2 * (t : ℂ)]

/-- The action of the Hubbard dimer Hamiltonian on the four amplitudes. -/
theorem dimer_action (t U : ℝ) (v : Fin 4 → ℂ) :
    coupled (hopping t) doublons U *ᵥ v =
      ![U * v 0 - t * (v 2 + v 3), U * v 1 - t * (v 2 + v 3),
        -(t * (v 0 + v 1)), -(t * (v 0 + v 1))] := by
  ext i
  fin_cases i <;>
    simp [coupled, hopping, doublons, Matrix.mulVec, dotProduct, Fin.sum_univ_four] <;> ring

/-- The dimer energy solves the quadratic equation `E² = U E + 4 t²`. -/
theorem dimerEnergy_sq (t U : ℝ) :
    dimerEnergy t U ^ 2 = U * dimerEnergy t U + 4 * t ^ 2 := by
  have h := Real.sq_sqrt (show 0 ≤ U ^ 2 + 16 * t ^ 2 by positivity)
  unfold dimerEnergy
  linear_combination h / 4

/-- For nonzero hopping the dimer state is normalised and is an eigenvector of the Hubbard
dimer Hamiltonian with the dimer energy. -/
theorem dimerState_spec {t : ℝ} (ht : t ≠ 0) (U : ℝ) :
    star (dimerState t U) ⬝ᵥ dimerState t U = 1 ∧
    coupled (hopping t) doublons U *ᵥ dimerState t U =
      (dimerEnergy t U : ℂ) • dimerState t U := by
  constructor
  · have hpos : 0 < 2 * dimerEnergy t U ^ 2 + 8 * t ^ 2 := by positivity
    have hN0 : (dimerNorm t U : ℂ) ≠ 0 := by
      exact_mod_cast (Real.sqrt_pos.mpr hpos).ne'
    have hN : (dimerNorm t U : ℂ) ^ 2 = 2 * (dimerEnergy t U : ℂ) ^ 2 + 8 * (t : ℂ) ^ 2 := by
      exact_mod_cast Real.sq_sqrt hpos.le
    have hin : star ![-(dimerEnergy t U : ℂ), -(dimerEnergy t U : ℂ), 2 * (t : ℂ), 2 * (t : ℂ)]
        ⬝ᵥ ![-(dimerEnergy t U : ℂ), -(dimerEnergy t U : ℂ), 2 * (t : ℂ), 2 * (t : ℂ)]
        = (dimerNorm t U : ℂ) ^ 2 := by
      have h2 : (starRingEnd ℂ) 2 = 2 := map_ofNat (starRingEnd ℂ) 2
      rw [hN]
      simp [dotProduct, Fin.sum_univ_four]
      linear_combination 4 * (t : ℂ) ^ 2 * h2
    have hstar : star ((dimerNorm t U : ℂ)⁻¹) = (dimerNorm t U : ℂ)⁻¹ := by simp
    rw [dimerState, star_smul, smul_dotProduct, dotProduct_smul, hin, hstar, smul_eq_mul,
      smul_eq_mul]
    field_simp
  · have hE : (dimerEnergy t U : ℂ) ^ 2 = U * dimerEnergy t U + 4 * (t : ℂ) ^ 2 := by
      exact_mod_cast dimerEnergy_sq t U
    rw [dimerState, Matrix.mulVec_smul, smul_comm, dimer_action]
    congr 1
    ext i
    fin_cases i
    · show (U : ℂ) * -(dimerEnergy t U : ℂ) - t * (2 * t + 2 * t)
        = dimerEnergy t U * -(dimerEnergy t U : ℂ)
      linear_combination hE
    · show (U : ℂ) * -(dimerEnergy t U : ℂ) - t * (2 * t + 2 * t)
        = dimerEnergy t U * -(dimerEnergy t U : ℂ)
      linear_combination hE
    · show -((t : ℂ) * (-(dimerEnergy t U : ℂ) + -(dimerEnergy t U : ℂ)))
        = dimerEnergy t U * (2 * t)
      ring
    · show -((t : ℂ) * (-(dimerEnergy t U : ℂ) + -(dimerEnergy t U : ℂ)))
        = dimerEnergy t U * (2 * t)
      ring

/-- No eigenvalue of the Hubbard dimer Hamiltonian lies below the dimer energy. -/
theorem dimerEnergy_le {t U e : ℝ} {v : Fin 4 → ℂ} (hv : v ≠ 0)
    (h : coupled (hopping t) doublons U *ᵥ v = (e : ℂ) • v) : dimerEnergy t U ≤ e := by
  by_contra hcon
  have hlt := not_le.mp hcon
  have hr : |U| ≤ √(U ^ 2 + 16 * t ^ 2) := Real.abs_le_sqrt (by nlinarith [sq_nonneg t])
  have hE0 : dimerEnergy t U ≤ 0 := by
    unfold dimerEnergy
    linarith [le_abs_self U]
  have hEU : dimerEnergy t U ≤ U := by
    unfold dimerEnergy
    linarith [neg_abs_le U]
  have hp : 0 < (e - dimerEnergy t U) * (e + dimerEnergy t U - U) :=
    mul_pos_of_neg_of_neg (by linarith) (by linarith)
  have hq' : e ^ 2 - U * e - 4 * t ^ 2 ≠ 0 := by
    have := dimerEnergy_sq t U
    exact ne_of_gt (by nlinarith)
  have he' : e ≠ 0 := by linarith
  have hU' : U - e ≠ 0 := by
    exact ne_of_gt (by linarith)
  have hq : (e : ℂ) ^ 2 - U * e - 4 * (t : ℂ) ^ 2 ≠ 0 := by exact_mod_cast hq'
  have he : (e : ℂ) ≠ 0 := by exact_mod_cast he'
  have hU : (U : ℂ) - e ≠ 0 := by exact_mod_cast hU'
  rw [dimer_action] at h
  have h0 : (U : ℂ) * v 0 - t * (v 2 + v 3) = e * v 0 := congrFun h 0
  have h1 : (U : ℂ) * v 1 - t * (v 2 + v 3) = e * v 1 := congrFun h 1
  have h2 : -((t : ℂ) * (v 0 + v 1)) = e * v 2 := congrFun h 2
  have h3 : -((t : ℂ) * (v 0 + v 1)) = e * v 3 := congrFun h 3
  -- the amplitudes are symmetric, and then all of them vanish
  have h01 : v 0 = v 1 := mul_left_cancel₀ hU (by linear_combination h0 - h1)
  have h23 : v 2 = v 3 := mul_left_cancel₀ he (by linear_combination h3 - h2)
  have z0 : v 0 = 0 := (mul_eq_zero.mp (show
    ((e : ℂ) ^ 2 - U * e - 4 * (t : ℂ) ^ 2) * v 0 = 0 by
      linear_combination -(e : ℂ) * h0 + t * h2 + t * h3 - 2 * (t : ℂ) ^ 2 * h01)).resolve_left hq
  have z2 : v 2 = 0 := (mul_eq_zero.mp (show (e : ℂ) * v 2 = 0 by
    linear_combination -h2 - 2 * (t : ℂ) * z0 + t * h01)).resolve_left he
  apply hv
  funext i
  fin_cases i
  · exact z0
  · exact h01.symm.trans z0
  · exact z2
  · exact h23.symm.trans z2

/-- The slope of the dimer energy with respect to the repulsion `U`, for nonzero hopping. -/
theorem dimerEnergy_hasDerivAt {t : ℝ} (ht : t ≠ 0) (U : ℝ) :
    HasDerivAt (dimerEnergy t) ((1 - U / √(U ^ 2 + 16 * t ^ 2)) / 2) U := by
  have hpos : 0 < U ^ 2 + 16 * t ^ 2 := by positivity
  have h1 : HasDerivAt (fun u : ℝ => u ^ 2 + 16 * t ^ 2) (2 * U) U := by
    simpa using (hasDerivAt_pow 2 U).add_const (16 * t ^ 2)
  have h2 := ((hasDerivAt_id' U).fun_sub (h1.sqrt hpos.ne')).div_const 2
  exact h2.congr_deriv (by rw [mul_div_mul_left _ _ two_ne_zero])

/-- The expected number of doubly occupied sites in the dimer state is
`(1 - U / √(U² + 16 t²)) / 2`, for nonzero hopping. -/
theorem dimer_double_occupancy {t : ℝ} (ht : t ≠ 0) (U : ℝ) :
    star (dimerState t U) ⬝ᵥ doublons *ᵥ dimerState t U =
      (((1 - U / √(U ^ 2 + 16 * t ^ 2)) / 2 : ℝ) : ℂ) := by
  have hA : (hopping t).IsHermitian := Matrix.IsHermitian.ext fun i j => by
    fin_cases i <;> fin_cases j <;> simp [hopping]
  have hB : doublons.IsHermitian := Matrix.IsHermitian.ext fun i j => by
    fin_cases i <;> fin_cases j <;> simp [doublons]
  have cE : Continuous (dimerEnergy t) :=
    continuous_iff_continuousAt.mpr fun u => (dimerEnergy_hasDerivAt ht u).continuousAt
  have cN : Continuous (dimerNorm t) :=
    ((continuous_const.mul (cE.pow 2)).add continuous_const).sqrt
  have hN : ∀ u, (dimerNorm t u : ℂ) ≠ 0 := fun u => by
    have hpos : 0 < 2 * dimerEnergy t u ^ 2 + 8 * t ^ 2 := by positivity
    exact_mod_cast (Real.sqrt_pos.mpr hpos).ne'
  have cψ : Continuous (dimerState t) := by
    refine Continuous.smul ((Complex.continuous_ofReal.comp cN).inv₀ hN)
      (continuous_pi fun i => ?_)
    fin_cases i
    · exact (Complex.continuous_ofReal.comp cE).neg
    · exact (Complex.continuous_ofReal.comp cE).neg
    · exact continuous_const
    · exact continuous_const
  -- read the double occupancy off the slope of the energy
  exact (hellmann_feynman hA hB (fun u => (dimerState_spec ht u).2) cψ.continuousAt
    (dimerState_spec ht U).1).unique (dimerEnergy_hasDerivAt ht U).ofReal_comp

end

end HubbardHellmannFeynman
```

```lean
#print axioms HubbardHellmannFeynman.dimerEnergy_le
#print axioms HubbardHellmannFeynman.dimer_double_occupancy
```

```
'HubbardHellmannFeynman.dimerEnergy_le' depends on axioms: [propext, Classical.choice, Quot.sound]
'HubbardHellmannFeynman.dimer_double_occupancy' depends on axioms: [propext, Classical.choice, Quot.sound]
```

### What the theorems say

`coupled A B u` is H(u), `*ᵥ` applies a matrix to a vector, and `star φ ⬝ᵥ χ` is ⟨φ, χ⟩. The index type `n` is any finite set of basis states. Energies are real because `E` has type `ℝ → ℝ`. In `hellmann_feynman`, `heig` is the eigenvalue equation at every coupling, while `hψ` and `hn` ask for continuity and normalisation only at `U`. The conclusion, `HasDerivAt`, treats the energy as a complex-valued function of a real variable, so that its slope can be compared with the complex expression for ⟨B⟩.

The coupling enters linearly, so ∂H/∂u is the fixed matrix B; a general H(λ) and infinite-dimensional spaces are not covered.

Continuity matters at level crossings. Take A = 0 and B = diag(1, −1), with ψ(u) = (1, 0) and E(u) = u for u ≠ 0. At u = 0 every vector is an eigenvector with energy 0, so choose ψ(0) = (1, 1)/√2. Then E′(0) = 1, but ⟨B⟩ = 0 at u = 0.

For the dimer, `hopping t` is A and `doublons` is B. All hopping elements are −t, which corresponds to writing the up-electron creation operator first in each basis state. `doublons` counts both sites, so the double occupancy per site is D/2. The condition t ≠ 0 means that the sites are connected; for t = 0 the energy (U − |U|)/2 has a kink at U = 0.

For a nondegenerate level of a finite Hubbard Hamiltonian, the theorem offers a consistency check in exact diagonalisation: the slope of the energy with respect to U must match the directly computed expected number of doubly occupied sites. The arbitrary phase of a computed eigenvector does no harm: it drops out of ⟨B⟩, and near a coupling where the level is nondegenerate the phases can be chosen so that ψ is continuous there. At a level crossing the computed eigenvector need not belong to a continuous family, and the two can differ.

### How the proof runs

`energy_difference` is the two-coupling identity: `h1` lets H(u) act to the left, `h2` lets H(v) act to the right, and `linear_combination h1 - h2` subtracts. `hellmann_feynman` rewrites the derivative as a limit of slopes. Continuity supplies the limits `hs` of the overlap and `hb` of the matrix element, and `filter_upwards` restricts to v ≠ U with nonzero overlap, where the identity can be divided.

`dimer_action` writes out the four rows, and `dimerEnergy_sq` is the quadratic equation. `dimerState_spec` checks the norm and the eigenvalue equation, while `dimerEnergy_le` carries out the elimination that excludes lower eigenvalues. `dimerEnergy_hasDerivAt` differentiates the energy.

`dimer_double_occupancy` then proves that the state is continuous in U and applies `hellmann_feynman`. Both ⟨B⟩ and the explicit formula are derivatives of the same energy, so `unique` equates them. The occupancy is thus read from the energy slope; squared amplitudes are summed only to check the normalisation.
